# A Factorized Fixed-Point Form for Symmetric Ring Coupled-Cluster Amplitudes

Evaluated as written, the direct ring coupled-cluster doubles residual

$$R(T)=K+(D+K)T+T(D+K)+TKT$$

needs the full $n\times n$ coupling matrix $K$ and products of $n\times n$ matrices, even when $K$ comes from a much thinner Coulomb factor. The coupling is also spread over four terms, which hides the sign of the solution.

Here $D=\mathrm{diag}(d_p)$ holds the uncoupled excitation energies, which are differences of canonical orbital energies, $T$ holds the amplitudes, and $K=LL^T$ is the Coulomb coupling between excitations, with $L$ real of size $n\times r$. Put $U=(1+T)L$. If all $d_p>0$, then $T$ is symmetric and satisfies $R(T)=0$ exactly when

$$T_{pq}=-\frac{(UU^T)_{pq}}{d_p+d_q}\quad\text{for all }p,q.$$

Since $U$ contains $T$, this is a fixed-point equation, not an explicit solution. It applies to the amplitudes of the direct random-phase approximation in a finite basis with real orbitals and no exchange in the coupling.

## Collecting the coupling into one square

For symmetric $T$,

$$UU^T=(1+T)K(1+T)=K+KT+TK+TKT,$$

so $R(T)=DT+TD+UU^T$. Its entries are $(d_p+d_q)T_{pq}+(UU^T)_{pq}$. Setting them to zero and dividing by $d_p+d_q>0$ gives the fixed-point form. Conversely, that form makes $T$ symmetric, because $UU^T$ and $d_p+d_q$ are both unchanged when $p$ and $q$ are exchanged; the same entries then give $R(T)=0$.

For the correlation energy $E=\tfrac12\mathrm{Tr}(KT)$, use $U-L=TL$ and cyclicity of the trace:

$$\tfrac12\mathrm{Tr}\big(L^T(U-L)\big)=\tfrac12\mathrm{Tr}(L^TTL)=\tfrac12\mathrm{Tr}(KT).$$

Now let $T$ be a symmetric solution and $Tv=\mu v$ with $v\neq0$. Sandwiching the factorized equation between $v^T$ and $v$ gives

$$2\mu\,v^TDv+|U^Tv|^2=0.$$

As $v^TDv>0$, $\mu\le0$. Hence $-T$ is positive semidefinite, so $\mathrm{Tr}(L^T(-T)L)\ge0$ and $E\le0$.

## Two excitations, and a negative excitation energy

Take $d=(1,2)$ and ask for $U=(1,1)^T$. The fixed-point form gives $T_{11}=-\tfrac12$, $T_{12}=T_{21}=-\tfrac13$, $T_{22}=-\tfrac14$. Solving $(1+T)L=U$, where $\det(1+T)=\tfrac{19}{72}$, yields $L=(\tfrac{78}{19},\tfrac{60}{19})^T$. The energy is

$$E=\tfrac12\left[\tfrac{78}{19}\left(1-\tfrac{78}{19}\right)+\tfrac{60}{19}\left(1-\tfrac{60}{19}\right)\right]=-\tfrac{3531}{361}\approx-9.78.$$

Positivity of $d$ matters for the sign. With one excitation, $d=-2$ and $L=1$, the residual is $-4t+(1+t)^2=(t-1)^2$. Its only root is $t=1$, with energy $+\tfrac12$.

## Matrices, residual and energy in Lean

The finite types `n` and `r` index excitations and auxiliary functions; neither size is restricted.

```lean
import Mathlib

open Matrix

namespace FactorizedRingCoupledCluster

noncomputable section

variable {n r : Type*} [Fintype n] [DecidableEq n] [Fintype r]
```

The function `d` supplies the diagonal of $D$, as for canonical orbital-energy differences. The residual is defined for any real `K`.

```lean
/-- The ring coupled-cluster doubles residual `K + (D + K) T + T (D + K) + T K T`, with `D` the
diagonal matrix of excitation energies `d`. -/
def ringResidual (d : n → ℝ) (K T : Matrix n n ℝ) : Matrix n n ℝ :=
  K + (diagonal d + K) * T + T * (diagonal d + K) + T * K * T
```

The dressed factor has the same shape as `L`.

```lean
/-- The Coulomb factor dressed by the amplitudes, `U = (1 + T) L`. -/
def dressed (L : Matrix n r ℝ) (T : Matrix n n ℝ) : Matrix n r ℝ :=
  (1 + T) * L
```

The factor $\tfrac12$ in the energy is part of the definition.

```lean
/-- The ring coupled-cluster correlation energy `Tr(K T) / 2`. -/
def ringEnergy (K T : Matrix n n ℝ) : ℝ :=
  trace (K * T) / 2
```

## The factorized equation

The first theorem assumes `Tᵀ = T` but no positivity. The step `h` writes $UU^T$ as $(1+T)K(1+T)$, and `noncomm_ring` expands and compares the two sides without commuting matrices.

```lean
/-- For symmetric amplitudes and a factorized coupling `K = L Lᵀ`, the residual is
`D T + T D + U Uᵀ`. -/
theorem residual_factorized (d : n → ℝ) (L : Matrix n r ℝ) {T : Matrix n n ℝ} (hT : Tᵀ = T) :
    ringResidual d (L * Lᵀ) T =
      diagonal d * T + T * diagonal d + dressed L T * (dressed L T)ᵀ := by
  -- the dressed Gram matrix collects all terms containing the coupling
  have h : dressed L T * (dressed L T)ᵀ = (1 + T) * (L * Lᵀ) * (1 + T) := by
    simp only [dressed, transpose_mul, transpose_add, transpose_one, hT, Matrix.mul_assoc]
  rw [h]
  unfold ringResidual
  generalize L * Lᵀ = K
  noncomm_ring
```

In the equivalence, symmetry stands on the left together with the vanishing residual, so the right-hand side has to deliver it. The auxiliary `entry` is the entrywise formula above; `hT` in the second direction is the exchange of $p$ and $q$. The theorem characterizes solutions without asserting that one exists for given `d` and `L`, or that it is unique.

```lean
/-- For positive excitation energies, `T` is a symmetric solution of the ring coupled-cluster
equation if and only if `T_pq = -(U Uᵀ)_pq / (d_p + d_q)` for all `p` and `q`. -/
theorem symmetric_solution_iff {d : n → ℝ} (hd : ∀ p, 0 < d p) (L : Matrix n r ℝ)
    (T : Matrix n n ℝ) :
    (Tᵀ = T ∧ ringResidual d (L * Lᵀ) T = 0) ↔
      ∀ p q, T p q = -(dressed L T * (dressed L T)ᵀ) p q / (d p + d q) := by
  have entry : ∀ p q, (diagonal d * T + T * diagonal d + dressed L T * (dressed L T)ᵀ) p q
      = T p q * (d p + d q) + (dressed L T * (dressed L T)ᵀ) p q := by
    intro p q
    rw [Matrix.add_apply, Matrix.add_apply, Matrix.diagonal_mul, Matrix.mul_diagonal]
    ring
  constructor
  · rintro ⟨hT, h⟩ p q
    rw [residual_factorized d L hT] at h
    have hpq := entry p q
    rw [h, Matrix.zero_apply] at hpq
    rw [eq_div_iff (add_pos (hd p) (hd q)).ne']
    linarith
  · intro h
    -- the fixed-point form makes the amplitudes symmetric
    have hT : Tᵀ = T := by
      ext p q
      have hs : (dressed L T * (dressed L T)ᵀ) q p = (dressed L T * (dressed L T)ᵀ) p q := by
        simp only [Matrix.mul_apply, Matrix.transpose_apply]
        exact Finset.sum_congr rfl fun k _ => mul_comm _ _
      rw [Matrix.transpose_apply, h q p, h p q, hs, add_comm (d q)]
    refine ⟨hT, ?_⟩
    rw [residual_factorized d L hT]
    ext p q
    have hpq := h p q
    rw [eq_div_iff (add_pos (hd p) (hd q)).ne'] at hpq
    rw [entry p q, Matrix.zero_apply]
    linarith
```

The energy identity needs neither symmetry nor a solution.

```lean
/-- The correlation energy is `Tr(Lᵀ (U - L)) / 2`, a trace over the auxiliary index of the
Coulomb factor. -/
theorem energy_factorized (L : Matrix n r ℝ) (T : Matrix n n ℝ) :
    ringEnergy (L * Lᵀ) T = trace (Lᵀ * (dressed L T - L)) / 2 := by
  have h : dressed L T - L = T * L := by
    simp [dressed, Matrix.add_mul]
  rw [ringEnergy, h, Matrix.mul_assoc, Matrix.trace_mul_comm, Matrix.mul_assoc]
```

## The sign of amplitudes and energy

The hypothesis `hd` stands for a reference whose excitation energies are all positive. The vector `v` need not be normalized. The long rewrite turns `h0` into the scalar equation for $\mu$; `hpos` shows that the factor $v^TDv$ multiplying $\mu$ is positive, and `hsq` that the remaining term is nonnegative, so $\mu>0$ is impossible.

```lean
/-- For positive excitation energies, every eigenvalue of a symmetric solution `T` of the ring
coupled-cluster equation is nonpositive. -/
theorem eigenvalue_nonpos {d : n → ℝ} (hd : ∀ p, 0 < d p) (L : Matrix n r ℝ)
    {T : Matrix n n ℝ} (hT : Tᵀ = T) (h : ringResidual d (L * Lᵀ) T = 0)
    {v : n → ℝ} {μ : ℝ} (hv : T *ᵥ v = μ • v) (hv0 : v ≠ 0) : μ ≤ 0 := by
  have hR := residual_factorized d L hT
  rw [h] at hR
  -- sandwich the factorized equation between the eigenvector and itself
  have h0 : v ⬝ᵥ ((diagonal d * T + T * diagonal d
      + dressed L T * (dressed L T)ᵀ) *ᵥ v) = 0 := by
    rw [← hR]
    simp
  have h1 : v ᵥ* T = μ • v := by
    rw [← Matrix.mulVec_transpose, hT, hv]
  rw [Matrix.add_mulVec, Matrix.add_mulVec, dotProduct_add, dotProduct_add,
    ← Matrix.mulVec_mulVec, ← Matrix.mulVec_mulVec, ← Matrix.mulVec_mulVec, hv,
    Matrix.mulVec_smul, dotProduct_smul, Matrix.dotProduct_mulVec v T, h1, smul_dotProduct,
    Matrix.dotProduct_mulVec v (dressed L T), ← Matrix.mulVec_transpose] at h0
  simp only [smul_eq_mul] at h0
  have hpos : 0 < v ⬝ᵥ (diagonal d *ᵥ v) := by
    obtain ⟨p, hp⟩ := Function.ne_iff.mp hv0
    simp only [dotProduct, Matrix.mulVec_diagonal]
    refine Finset.sum_pos' (fun i _ => ?_) ⟨p, Finset.mem_univ p, ?_⟩
    · have := mul_nonneg (hd i).le (mul_self_nonneg (v i))
      linarith
    · have := mul_pos (hd p) (mul_self_pos.mpr hp)
      linarith
  have hsq : 0 ≤ ((dressed L T)ᵀ *ᵥ v) ⬝ᵥ ((dressed L T)ᵀ *ᵥ v) :=
    Finset.sum_nonneg fun i _ => mul_self_nonneg _
  by_contra hμ
  have := mul_pos (not_le.mp hμ) hpos
  linarith
```

An eigenvalue $\lambda$ of $-T$ is an eigenvalue $-\lambda$ of $T$, so the previous theorem gives $\lambda\ge0$ for every member of an orthonormal eigenbasis.

```lean
/-- For positive excitation energies, `-T` is positive semidefinite for every symmetric solution
`T` of the ring coupled-cluster equation. -/
theorem neg_amplitudes_posSemidef {d : n → ℝ} (hd : ∀ p, 0 < d p) (L : Matrix n r ℝ)
    {T : Matrix n n ℝ} (hT : Tᵀ = T) (h : ringResidual d (L * Lᵀ) T = 0) :
    (-T).PosSemidef := by
  have hH : (-T).IsHermitian := by
    rw [Matrix.IsHermitian, Matrix.conjTranspose_eq_transpose_of_trivial,
      Matrix.transpose_neg, hT]
  refine hH.posSemidef_iff_eigenvalues_nonneg.mpr fun i => ?_
  have e := hH.mulVec_eigenvectorBasis i
  rw [Matrix.neg_mulVec] at e
  have hne : (hH.eigenvectorBasis i).ofLp ≠ 0 := by
    intro h0
    apply hH.eigenvectorBasis.orthonormal.ne_zero i
    ext j
    exact congrFun h0 j
  have key := eigenvalue_nonpos hd L hT h (v := (hH.eigenvectorBasis i).ofLp)
    (μ := -hH.eigenvalues i) (by rw [neg_smul, ← e, neg_neg]) hne
  show (0 : ℝ) ≤ hH.eigenvalues i
  linarith
```

Contracting $-T$ with `L` on both sides preserves semidefiniteness, and the trace gives the energy bound.

```lean
/-- For positive excitation energies, the correlation energy of every symmetric solution of the
ring coupled-cluster equation is nonpositive. -/
theorem energy_nonpos {d : n → ℝ} (hd : ∀ p, 0 < d p) (L : Matrix n r ℝ)
    {T : Matrix n n ℝ} (hT : Tᵀ = T) (h : ringResidual d (L * Lᵀ) T = 0) :
    ringEnergy (L * Lᵀ) T ≤ 0 := by
  -- contract the semidefinite amplitudes with the Coulomb factor
  have hp := ((neg_amplitudes_posSemidef hd L hT h).conjTranspose_mul_mul_same L).trace_nonneg
  rw [Matrix.conjTranspose_eq_transpose_of_trivial, Matrix.mul_neg, Matrix.neg_mul,
    Matrix.trace_neg] at hp
  rw [ringEnergy, Matrix.mul_assoc, Matrix.trace_mul_comm]
  linarith
```

## The two-excitation solution checked

The numbers are those of the worked instance.

```lean
/-- A Coulomb factor with two excitations and one auxiliary function. -/
def exampleFactor : Matrix (Fin 2) (Fin 1) ℝ := !![78/19; 60/19]

/-- A symmetric matrix of amplitudes for two excitations. -/
def exampleAmplitudes : Matrix (Fin 2) (Fin 2) ℝ := !![-1/2, -1/3; -1/3, -1/4]
```

The proof computes $U=(1,1)^T$ in `hU`, then applies the equivalence from right to left, which yields both symmetry and the vanishing residual.

```lean
/-- For two excitations of energies 1 and 2 coupled by `exampleFactor`, the matrix
`exampleAmplitudes` is a symmetric solution of the ring coupled-cluster equation. -/
theorem symmetric_solution_witness :
    (∀ p : Fin 2, 0 < (![1, 2] : Fin 2 → ℝ) p) ∧
    exampleAmplitudesᵀ = exampleAmplitudes ∧
    ringResidual (n := Fin 2) ![1, 2] (exampleFactor * exampleFactorᵀ) exampleAmplitudes = 0 := by
  have hd : ∀ p : Fin 2, 0 < (![1, 2] : Fin 2 → ℝ) p := by
    intro p
    fin_cases p <;> norm_num
  -- the dressed factor is the vector (1, 1)
  have hU : dressed exampleFactor exampleAmplitudes = !![1; 1] := by
    ext i j
    fin_cases i <;> fin_cases j <;>
      norm_num [dressed, exampleFactor, exampleAmplitudes, Matrix.mul_apply, Fin.sum_univ_two,
        Matrix.one_apply]
  refine ⟨hd, (symmetric_solution_iff (n := Fin 2) hd exampleFactor exampleAmplitudes).mpr ?_⟩
  intro p q
  rw [hU]
  fin_cases p <;> fin_cases q <;> norm_num [exampleAmplitudes, Matrix.mul_apply]

end

end FactorizedRingCoupledCluster
```

```lean
#print axioms FactorizedRingCoupledCluster.energy_factorized
-- 'FactorizedRingCoupledCluster.energy_factorized' depends on axioms: [propext, Classical.choice, Quot.sound]
#print axioms FactorizedRingCoupledCluster.neg_amplitudes_posSemidef
-- 'FactorizedRingCoupledCluster.neg_amplitudes_posSemidef' depends on axioms: [propext, Classical.choice, Quot.sound]
#print axioms FactorizedRingCoupledCluster.energy_nonpos
-- 'FactorizedRingCoupledCluster.energy_nonpos' depends on axioms: [propext, Classical.choice, Quot.sound]
```
